# The cubic $j_{\mathrm{eff}}=1/2$ state is purely $d_{5/2}$ and has no $L_2$ dipole intensity

Let $e_m$ be the normalised $d$ orbital with magnetic quantum number $m$, in the standard (Condon–Shortley) phase convention, and let $a,b$ be complex numbers. The spinor
$$\psi=a(e_2{\uparrow}-e_{-2}{\uparrow})+b\,e_{-1}{\downarrow}$$
satisfies $L\cdot S\,\psi=\psi$ (with $\hbar=1$) if and only if $b=-2a$. With the same radial factor for both $2p$ core levels, summed over polarisations and up to a common factor, its dipole intensity from the $2p_{1/2}$ core level, the $L_2$ edge, is $|2a+b|^2/6$, out of a total $2p$ intensity $2|a|^2+|b|^2$. The cubic $j_{\mathrm{eff}}=1/2$ state has $b=-2a$, and any other ratio brings in $d_{3/2}$ character. In a one-electron model with a single empty state of this form, $L_2$ intensity therefore signals a departure from the cubic ratio.

## Spin-orbit eigenvalues and core amplitudes

For $l=2$ and spin $1/2$, $L\cdot S=\tfrac12[j(j+1)-6-\tfrac34]$ equals $1$ for $j=5/2$ and $-3/2$ for $j=3/2$. Using $L\cdot S=L_zS_z+\tfrac12(L_+S_-+L_-S_+)$,
$$\begin{aligned}
L\cdot S\,e_2{\uparrow}&=e_2{\uparrow},\\
L\cdot S\,e_{-2}{\uparrow}&=-e_{-2}{\uparrow}+e_{-1}{\downarrow},\\
L\cdot S\,e_{-1}{\downarrow}&=e_{-2}{\uparrow}+\tfrac12e_{-1}{\downarrow}.
\end{aligned}$$
Hence $L\cdot S\,\psi=a\,e_2{\uparrow}+(a+b)e_{-2}{\uparrow}+(\tfrac b2-a)e_{-1}{\downarrow}$. Equality with $\psi$ requires $a+b=-a$ and $\tfrac b2-a=b$, and both say $b=-2a$.

For the intensities, write a $d$ orbital as a quadratic form $r^TMr$ with $M$ symmetric and traceless. The angular integral of $r_j\,r_k\,r^TMr$ is proportional to $M_{kj}$, so this entry is the dipole amplitude from $p_j$ with polarisation $k$. Let $\psi_{kj}$ be the two-component spinor of these entries. The $2p_{1/2}$ core states are $(\sigma\cdot r)\chi$, with $\sigma_j$ the Pauli matrices and $\chi$ a spin state, so their amplitudes form the spinor $A_k=\sum_j\sigma_j\psi_{kj}$. For our state $\psi_{xy}=(ia,0)$, $\psi_{xz}=(0,b/2)$ and $\psi_{yz}=(0,-ib/2)$, which gives
$$A_x=(2a+b)(0,-\tfrac12),\quad A_y=(2a+b)(0,\tfrac i2),\quad A_z=0.$$
The core spinors have squared norm 3, so the $L_2$ intensity is $\tfrac13\sum_k|A_k|^2=|2a+b|^2/6$. Summing $|\psi_{kj}|^2$ over all entries gives the total, $2|a|^2+|b|^2$.

The two criteria agree for a general reason. The spin-one matrices are $(\ell_k)_{ij}=-i\epsilon_{kij}$ and act on $M$ by commutators. With $\psi_{ij}=\psi_{ji}$ and $-i\sum_k\epsilon_{kin}\sigma_k=\delta_{in}-\sigma_i\sigma_n$,
$$\begin{aligned}
(L\cdot S\,\psi)_{ij}&=\tfrac12\sum_n\big[(\delta_{in}-\sigma_i\sigma_n)\psi_{nj}+(\delta_{jn}-\sigma_j\sigma_n)\psi_{ni}\big]\\
&=\psi_{ij}-\tfrac12(\sigma_iA_j+\sigma_jA_i).
\end{aligned}$$
If all $A_k$ vanish, $\psi$ is fixed. Conversely, if $\psi$ is fixed, the entry $i=j=k$ gives $\sigma_kA_k=0$, and $\sigma_k^2=1$ gives $A_k=0$.

Finally, $\tau=2e_{-2}{\uparrow}-e_{-1}{\downarrow}$ has $L\cdot S\,\tau=-\tfrac32\tau$, squared norm 5 and overlap $\langle\tau|\psi\rangle=-(2a+b)$. On the span of $e_2{\uparrow}$, $e_{-2}{\uparrow}$ and $e_{-1}{\downarrow}$ the eigenvalues of $L\cdot S$ are $1,1,-\tfrac32$, so $\tau$ is the only $d_{3/2}$ direction there. The $d_{3/2}$ part of $\psi$ is thus $-\tfrac{2a+b}{5}\tau$, with weight $|2a+b|^2/5$.

## Orbitals, core states and intensities as matrices

In Lean 4 with Mathlib:

```lean
import Mathlib

open Matrix Complex

namespace BranchingRatioJeffHalf

noncomputable section
```

A spinor is a pair of complex $3\times3$ matrices. Index 0 is spin up and 1 is spin down; Cartesian indices 0, 1, 2 are $x,y,z$. The type admits all matrices, so symmetry appears as a hypothesis where it is needed.

```lean
/-- A spinor whose up and down components are quadratic forms in x, y, z, stored as matrices;
d orbitals are the symmetric traceless ones. -/
abbrev DSpinor := Fin 2 → Matrix (Fin 3) (Fin 3) ℂ
```

The angular momentum operators follow the derivation, with the commutator as orbital action.

```lean
/-- The three Pauli matrices. -/
def pauli : Fin 3 → Matrix (Fin 2) (Fin 2) ℂ :=
  ![!![0, 1; 1, 0], !![0, -I; I, 0], !![1, 0; 0, -1]]

/-- Orbital angular momentum on p orbitals in the basis x, y, z. -/
def ell : Fin 3 → Matrix (Fin 3) (Fin 3) ℂ :=
  ![!![0, 0, 0; 0, 0, -I; 0, I, 0], !![0, 0, I; 0, 0, 0; -I, 0, 0],
    !![0, -I, 0; I, 0, 0; 0, 0, 0]]

/-- The operator L·S on spinors of quadratic forms. -/
def spinOrbit (ψ : DSpinor) : DSpinor := fun s =>
  (1 / 2 : ℂ) • ∑ k, ∑ t, pauli k s t • (ell k * ψ t - ψ t * ell k)

/-- The orbital lowering operator on quadratic forms. -/
def lower (M : Matrix (Fin 3) (Fin 3) ℂ) : Matrix (Fin 3) (Fin 3) ℂ :=
  (ell 0 - I • ell 1) * M - M * (ell 0 - I • ell 1)
```

The three orbitals have unit norm when the squared moduli of the matrix entries are summed.

```lean
/-- The d orbital with m = 2, the form (x + iy)²/2. -/
def e2 : Matrix (Fin 3) (Fin 3) ℂ := !![1/2, I/2, 0; I/2, -(1/2), 0; 0, 0, 0]

/-- The d orbital with m = -2, the form (x - iy)²/2. -/
def em2 : Matrix (Fin 3) (Fin 3) ℂ := !![1/2, -(I/2), 0; -(I/2), -(1/2), 0; 0, 0, 0]

/-- The d orbital with m = -1, the form (x - iy)z. -/
def em1 : Matrix (Fin 3) (Fin 3) ℂ := !![0, 0, 1/2; 0, 0, -(I/2); 1/2, -(I/2), 0]

/-- The spinor a(e₂↑ - e₋₂↑) + b e₋₁↓. -/
def state (a b : ℂ) : DSpinor := ![a • (e2 - em2), b • em1]
```

The core spinors `core t` are unnormalised, and the factor $1/3$ in `intensityL2` corrects for this. The total uses the basis $p_j$ with spin $s$, which spans both core levels.

```lean
/-- The 2p₁/₂ core spinors (σ·r)χ, with squared norm 3, labelled by the spin basis state χ. -/
def core (t : Fin 2) : Fin 2 → Fin 3 → ℂ := fun s j => pauli j s t

/-- The 2p basis spinor with spin s and Cartesian orbital j. -/
def pBasis (s : Fin 2) (j : Fin 3) : Fin 2 → Fin 3 → ℂ :=
  fun s' j' => if s' = s ∧ j' = j then 1 else 0

/-- Angular dipole matrix element between a p spinor and a d spinor for polarisation k,
up to a common factor. -/
def dipole (k : Fin 3) (φ : Fin 2 → Fin 3 → ℂ) (ψ : DSpinor) : ℂ :=
  ∑ s, ∑ j, starRingEnd ℂ (φ s j) * ψ s k j

/-- L2 intensity: summed over polarisations and normalised 2p₁/₂ core states. -/
def intensityL2 (ψ : DSpinor) : ℝ := (1 / 3) * ∑ k, ∑ t, ‖dipole k (core t) ψ‖ ^ 2

/-- Total L2 + L3 intensity: summed over polarisations and all 2p core states. -/
def intensityTotal (ψ : DSpinor) : ℝ := ∑ k, ∑ s, ∑ j, ‖dipole k (pBasis s j) ψ‖ ^ 2
```

These definitions assume the same radial factor for both core levels, and leave out multiplet and core-hole effects.

## Fixed by $L\cdot S$ means dark at $L_2$

The criterion $b=-2a$ depends on the relative phases of the orbitals. Lowering $e_2$ three times gives $2\cdot\sqrt6\cdot\sqrt6=12$ times $e_{-1}$, and once more gives the factor 2, as the standard convention requires.

```lean
/-- The lowering operator connects the three orbitals with the standard phases and factors. -/
theorem lowering_chain :
    lower (lower (lower e2)) = (12 : ℂ) • em1 ∧ lower em1 = (2 : ℂ) • em2 := by
  have h1 : lower e2 = !![0, 0, -1; 0, 0, -I; -1, -I, 0] := by
    ext i j
    fin_cases i <;> fin_cases j <;>
      simp [lower, ell, e2] <;>
      (try ring_nf) <;> (try simp only [I_sq]) <;> (try norm_num)
  have h2 : lower !![0, 0, -1; 0, 0, -I; -1, -I, 0] = !![-2, 0, 0; 0, -2, 0; 0, 0, 4] := by
    ext i j
    fin_cases i <;> fin_cases j <;>
      simp [lower, ell] <;>
      (try ring_nf)
  rw [h1, h2]
  constructor <;> ext i j <;> fin_cases i <;> fin_cases j <;>
    simp [lower, ell, em1, em2] <;>
    (try ring_nf) <;> (try simp only [I_sq]) <;> (try norm_num)
```

The core spinors have $L\cdot S=-1$, the value for $l=1$, $j=1/2$.

```lean
/-- The core spinors are eigenvectors of L·S in the p shell with eigenvalue -1. -/
theorem core_spinOrbit (t s : Fin 2) :
    (1 / 2 : ℂ) • ∑ k, ∑ u, pauli k s u • (ell k *ᵥ core t u) = -core t s := by
  ext j
  fin_cases t <;> fin_cases s <;> fin_cases j <;>
    simp [core, pauli, ell, Matrix.mulVec, dotProduct, Fin.sum_univ_three] <;>
    (try ring_nf) <;> (try simp only [I_sq]) <;> (try norm_num)
```

The next theorem is the identity for $(L\cdot S\,\psi)_{ij}$, with `dipole j (core t) ψ` as component $t$ of $A_j$.

```lean
set_option maxHeartbeats 400000 in
/-- On spinors of symmetric quadratic forms, L·S differs from the identity by a symmetrised product,
with factor -1/2, of Pauli matrices and L2 dipole amplitudes. -/
theorem spinOrbit_eq (ψ : DSpinor) (hψ : ∀ s, (ψ s)ᵀ = ψ s) (s : Fin 2) (i j : Fin 3) :
    spinOrbit ψ s i j = ψ s i j - (1 / 2) * ∑ t,
      (pauli i s t * dipole j (core t) ψ + pauli j s t * dipole i (core t) ψ) := by
  have h : ∀ s i j, ψ s j i = ψ s i j := fun s i j => congrFun (congrFun (hψ s) i) j
  have h10 := fun s => h s 0 1
  have h20 := fun s => h s 0 2
  have h21 := fun s => h s 1 2
  fin_cases s <;> fin_cases i <;> fin_cases j <;>
    simp [spinOrbit, dipole, core, pauli, ell, Matrix.mul_apply, Fin.sum_univ_three,
      h10, h20, h21, -Matrix.cons_mul] <;>
    (try ring_nf) <;> (try simp only [I_sq]) <;> (try ring_nf)
```

The proof turns on `fin_cases`, which replaces the variables `s`, `i`, `j` by their possible values and leaves $2\cdot3\cdot3=18$ scalar identities. Symmetry enters through `h10`, `h20` and `h21`, each of which rewrites one off-diagonal entry as its mirror image. Used in one direction only, they give every entry a single name and cannot loop. `ring_nf` then compares polynomials, but treats `I` as an unknown symbol; `I_sq` supplies $i^2=-1$.

The equivalence follows as by hand: the diagonal entries give $\sigma_kA_k=0$, and the explicit Pauli matrices then give $A_k=0$.

```lean
/-- A spinor of symmetric quadratic forms is fixed by L·S exactly when all its dipole
amplitudes with the 2p₁/₂ core states vanish. -/
theorem fixed_iff_dark (ψ : DSpinor) (hψ : ∀ s, (ψ s)ᵀ = ψ s) :
    spinOrbit ψ = ψ ↔ ∀ k t, dipole k (core t) ψ = 0 := by
  constructor
  · intro h k t
    -- the diagonal entries say that an invertible Pauli matrix kills the amplitudes
    have e : ∀ s, ∑ u, pauli k s u * dipole k (core u) ψ = 0 := by
      intro s
      have h1 := spinOrbit_eq ψ hψ s k k
      rw [h, Finset.sum_add_distrib] at h1
      linear_combination h1
    have e0 := e 0
    have e1 := e 1
    clear e
    fin_cases k <;> fin_cases t <;> simp [pauli] at e0 e1 ⊢ <;>
      first | exact e0 | exact e1
  · intro h
    funext s
    ext i j
    rw [spinOrbit_eq ψ hψ]
    simp [h]
```

## The family and its $d_{3/2}$ part

The amplitudes are those computed above, with rows for polarisation $k$ and columns for core label $t$.

```lean
/-- Every L2 amplitude of the state is a fixed number times 2a + b. -/
theorem dipole_state (a b : ℂ) (k : Fin 3) (t : Fin 2) :
    dipole k (core t) (state a b) =
      (2 * a + b) * (!![0, -1/2; 0, I/2; 0, 0] : Matrix (Fin 3) (Fin 2) ℂ) k t := by
  fin_cases k <;> fin_cases t <;>
    simp [dipole, core, pauli, state, e2, em2, em1, Fin.sum_univ_three] <;>
    (try ring_nf) <;> (try simp only [I_sq]) <;> (try ring_nf)
```

The eigenvalue criterion needs only one amplitude with a nonzero coefficient of $2a+b$ in one direction, and the common factor $2a+b$ in the other.

```lean
/-- The spinor a(e₂↑ - e₋₂↑) + b e₋₁↓ is fixed by L·S if and only if b = -2a. -/
theorem state_fixed_iff (a b : ℂ) : spinOrbit (state a b) = state a b ↔ b = -2 * a := by
  have hs : ∀ s, (state a b s)ᵀ = state a b s := by
    intro s
    fin_cases s <;> ext i j <;> fin_cases i <;> fin_cases j <;> simp [state, e2, em2, em1]
  rw [fixed_iff_dark _ hs]
  constructor
  · intro h
    have h1 := (dipole_state a b 0 1).symm.trans (h 0 1)
    change (2 * a + b) * (-1 / 2) = 0 at h1
    linear_combination (-2) * h1
  · intro h k t
    rw [dipole_state, h]
    ring

/-- The L2 intensity of the state is |2a + b|²/6, and its total 2p intensity is 2|a|² + |b|². -/
theorem state_intensities (a b : ℂ) :
    intensityL2 (state a b) = ‖2 * a + b‖ ^ 2 / 6 ∧
      intensityTotal (state a b) = 2 * ‖a‖ ^ 2 + ‖b‖ ^ 2 := by
  constructor
  · simp only [intensityL2, dipole_state, norm_mul, mul_pow, ← Finset.mul_sum]
    have hs : ∑ k, ∑ t, ‖(!![0, -1/2; 0, I/2; 0, 0] : Matrix (Fin 3) (Fin 2) ℂ) k t‖ ^ 2
        = 1 / 2 := by
      simp [Fin.sum_univ_three] <;> norm_num
    rw [hs]
    ring
  · have hb : ∀ k s j, dipole k (pBasis s j) (state a b) = state a b s k j := by
      intro k s j
      fin_cases s <;> fin_cases j <;> simp [dipole, pBasis, Fin.sum_univ_three]
    simp only [intensityTotal, hb]
    simp [state, e2, em2, em1, Fin.sum_univ_three, mul_pow] <;> ring
```

For a nonzero state, the normalised $L_2$ share is $|2a+b|^2/[6(2|a|^2+|b|^2)]$.

The spinor $\tau$ is `threeHalf`. Adding $\tfrac{2a+b}{5}\tau$ to the state cancels every $L_2$ amplitude, so `fixed_iff_dark` shows that the remainder has $L\cdot S=1$.

```lean
/-- The spinor 2e₋₂↑ - e₋₁↓. -/
def threeHalf : DSpinor := ![(2 : ℂ) • em2, -em1]

set_option maxHeartbeats 400000 in
/-- The state splits into a part with L·S = 1 and a multiple, proportional to 2a + b, of a
spinor with L·S = -3/2. -/
theorem state_threeHalf_part (a b : ℂ) :
    spinOrbit threeHalf = (-3 / 2 : ℂ) • threeHalf ∧
      spinOrbit (state a b + ((2 * a + b) / 5) • threeHalf) =
        state a b + ((2 * a + b) / 5) • threeHalf := by
  have hS : ∀ s, (state a b s)ᵀ = state a b s := by
    intro s
    fin_cases s <;> ext i j <;> fin_cases i <;> fin_cases j <;> simp [state, e2, em2, em1]
  have hT : ∀ s, (threeHalf s)ᵀ = threeHalf s := by
    intro s
    fin_cases s <;> ext i j <;> fin_cases i <;> fin_cases j <;> simp [threeHalf, em2, em1]
  -- the L2 amplitudes of the two spinors are proportional
  have hd : ∀ k t, dipole k (core t) threeHalf =
      -5 * (!![0, -1/2; 0, I/2; 0, 0] : Matrix (Fin 3) (Fin 2) ℂ) k t := by
    intro k t
    fin_cases k <;> fin_cases t <;>
      simp [dipole, core, pauli, threeHalf, em2, em1, Fin.sum_univ_three] <;>
      (try ring_nf) <;> (try simp only [I_sq]) <;> (try ring_nf)
  constructor
  · funext s
    ext i j
    rw [spinOrbit_eq _ hT]
    simp only [hd, Fin.sum_univ_two]
    fin_cases s <;> fin_cases i <;> fin_cases j <;>
      simp [pauli, threeHalf, em2, em1] <;>
      (try ring_nf) <;> (try simp only [I_sq]) <;> (try ring_nf)
  · -- the amplitudes cancel in the sum, which is therefore fixed by L·S
    refine (fixed_iff_dark _ ?_).2 fun k t => ?_
    · intro s
      simp only [Pi.add_apply, Pi.smul_apply, Matrix.transpose_add, Matrix.transpose_smul,
        hS, hT]
    · have hl : dipole k (core t) (state a b + ((2 * a + b) / 5) • threeHalf) =
          dipole k (core t) (state a b) +
            ((2 * a + b) / 5) * dipole k (core t) threeHalf := by
        simp only [dipole, Pi.add_apply, Pi.smul_apply, Matrix.add_apply, Matrix.smul_apply,
          smul_eq_mul, Fin.sum_univ_two, Fin.sum_univ_three]
        ring
      rw [hl, dipole_state, hd]
      ring
```

## The cubic point among $t_{2g}$ spinors

A tetragonal field makes $xy$ inequivalent to $yz$ and $zx$. Here its effect is represented by free coefficients $c$ and $d$; no crystal-field Hamiltonian is solved, and $e_g$ admixture is left out.

```lean
/-- The t₂g spinor c xy↑ + d (yz + i zx)↓, with equally normalised orbitals. -/
def t2g (c d : ℂ) : DSpinor :=
  ![c • !![0, 1, 0; 1, 0, 0; 0, 0, 0], d • !![0, 0, I; 0, 0, 1; I, 1, 0]]
```

The matrices represent $2xy$, $2yz$ and $2zx$, each with squared norm 2. Since $e_2-e_{-2}=2i\,xy$ and $2yz+2i\,zx=2i\,e_{-1}$, the spinor belongs to the family.

```lean
/-- The t₂g spinor belongs to the family, with a = -ic and b = 2id. -/
theorem t2g_eq_state (c d : ℂ) : t2g c d = state (-I * c) (2 * I * d) := by
  funext s
  ext i j
  fin_cases s <;> fin_cases i <;> fin_cases j <;>
    simp [t2g, state, e2, em2, em1] <;>
    (try ring_nf) <;> (try simp only [I_sq]) <;> (try ring_nf)
```

Substituting $a=-ic$ and $b=2id$ gives $2a+b=-2i(c-d)$, and with it both parts of the last theorem. At $c=d\neq0$ the normalised state is $(xy{\uparrow}+yz{\downarrow}+i\,zx{\downarrow})/\sqrt3$ in unit-norm orbitals, the cubic $j_{\mathrm{eff}}=1/2$ state. For any nonzero state the $L_2$ share is $|c-d|^2/[3(|c|^2+2|d|^2)]$, which equals the statistical value $1/3$ for pure $xy{\uparrow}$ and can exceed it: at $c=-2d$ it is $1/2$.

```lean
/-- The t₂g spinor is fixed by L·S exactly at the cubic ratio c = d, and its L2 intensity
is (2/3)|c - d|². -/
theorem t2g_cubic_iff (c d : ℂ) :
    (spinOrbit (t2g c d) = t2g c d ↔ c = d) ∧
      intensityL2 (t2g c d) = 2 / 3 * ‖c - d‖ ^ 2 := by
  rw [t2g_eq_state]
  constructor
  · rw [state_fixed_iff]
    constructor
    · intro h
      linear_combination (I / 2) * h + (c - d) * I_sq
    · intro h
      rw [h]
      ring
  · rw [(state_intensities _ _).1]
    have h : 2 * (-I * c) + 2 * I * d = (-2 * I) * (c - d) := by ring
    have h2 : ‖(-2 * I : ℂ)‖ = 2 := by simp
    rw [h, norm_mul, h2]
    ring

end

end BranchingRatioJeffHalf
```

```lean
#print axioms BranchingRatioJeffHalf.core_spinOrbit
-- 'BranchingRatioJeffHalf.core_spinOrbit' depends on axioms: [propext, Classical.choice, Quot.sound]
#print axioms BranchingRatioJeffHalf.state_intensities
-- 'BranchingRatioJeffHalf.state_intensities' depends on axioms: [propext, Classical.choice, Quot.sound]
#print axioms BranchingRatioJeffHalf.state_threeHalf_part
-- 'BranchingRatioJeffHalf.state_threeHalf_part' depends on axioms: [propext, Classical.choice, Quot.sound]
#print axioms BranchingRatioJeffHalf.t2g_cubic_iff
-- 'BranchingRatioJeffHalf.t2g_cubic_iff' depends on axioms: [propext, Classical.choice, Quot.sound]
```
